# For difference matrices antisymmetric with respect to the quadrature weights, the weighted grid potential is the exact gradient of the discretized semilocal energy

Let a semilocal energy on a finite grid be

$$E(n)=\sum_i w_i\, f(p_i),\qquad p_i=\bigl(n_i,(D_1n)_i,\dots,(D_dn)_i\bigr),$$

with density values $n_i$, quadrature weights $w_i$ and one real difference matrix $D_k$ per direction. If $w_i(D_k)_{ij}=-w_j(D_k)_{ji}$ for all $i,j,k$, and $f$ is differentiable at the points $p_i$, then

$$\frac{\partial E}{\partial n_j}=w_j v_j,\qquad v_j=f_n(p_j)-\sum_k (D_kf_{g_k})_j .$$

Here $f_n$ and $f_{g_k}$ are the partial derivatives of $f$ in the density and in the $k$-th gradient component, and $D_k$ acts on the grid function $i\mapsto f_{g_k}(p_i)$. With unit weights and one direction, the condition is ordinary antisymmetry and the gradient is $f_n-Df_g$.

For a gradient-dependent functional of a single, spin-unpolarised density on a finite grid, this means that a self-consistent calculation which evaluates this energy term as $E$ and takes $v$ as its potential treats the two consistently: $w_jv_j$ is the exact derivative of the computed $E$. Other terms of the total energy are not considered here.

## Grid, energy and potential

Grid points are indexed by a finite type `ι`, directions by a finite type `κ`.

```lean
import Mathlib

open Matrix

namespace WhiteBirdGrid

noncomputable section

variable {ι κ : Type*} [Fintype ι] [DecidableEq ι] [Fintype κ] [DecidableEq κ]
```

The point $p_i$ is `localData D n i`, a pair in $\mathbb R\times(\kappa\to\mathbb R)$.

```lean
/-- The density and its finite-difference gradient at grid point `i`; `D k` is the
difference matrix for direction `k`. -/
def localData (D : κ → Matrix ι ι ℝ) (n : ι → ℝ) (i : ι) : ℝ × (κ → ℝ) :=
  (n i, fun k => (D k *ᵥ n) i)
```

The weights may be any real numbers.

```lean
/-- The discretized semilocal energy: the energy density `f` summed over the grid with
quadrature weights `w`. -/
def energy (w : ι → ℝ) (f : ℝ × (κ → ℝ) → ℝ) (D : κ → Matrix ι ι ℝ) (n : ι → ℝ) : ℝ :=
  ∑ i, w i * f (localData D n i)
```

The partial derivatives are the Fréchet derivative of $f$ applied to the coordinate directions. Since $f$ takes the gradient vector, a functional written in terms of $|g|$ must still be differentiable in $g$ wherever it is evaluated, including at any grid point with $g=0$.

```lean
/-- The partial derivative of the energy density with respect to the density. -/
def dDensity (f : ℝ × (κ → ℝ) → ℝ) (p : ℝ × (κ → ℝ)) : ℝ :=
  fderiv ℝ f p (1, 0)

/-- The partial derivative of the energy density with respect to the gradient component `k`. -/
def dGradient (f : ℝ × (κ → ℝ) → ℝ) (k : κ) (p : ℝ × (κ → ℝ)) : ℝ :=
  fderiv ℝ f p (0, Pi.single k 1)
```

The potential $v_j$ has the form of the continuum expression $f_n-\nabla\cdot f_{\mathbf g}$, with the same matrices used for gradient and divergence.

```lean
/-- The discretized functional derivative: `f_n` minus the finite-difference divergence
of `f_g`. -/
def discretizedPotential (f : ℝ × (κ → ℝ) → ℝ) (D : κ → Matrix ι ι ℝ) (n : ι → ℝ)
    (j : ι) : ℝ :=
  dDensity f (localData D n j)
    - ∑ k, (D k *ᵥ fun i => dGradient f k (localData D n i)) j
```

The antisymmetry condition is the grid version of integration by parts without boundary terms.

```lean
/-- Antisymmetry of a difference matrix with respect to the quadrature weights. -/
def IsWeightedSkew (w : ι → ℝ) (A : Matrix ι ι ℝ) : Prop :=
  ∀ i j, w i * A i j = -(w j * A j i)
```

## (a) Total differential

Show that the differential of $f$ at $p$ in the direction $(a,g)$ is $f_n(p)\,a+\sum_k f_{g_k}(p)\,g_k$.

Write $(a,g)=a\,(1,0)+\sum_k g_k\,(0,e_k)$, where $e_k$ is the $k$-th unit vector, and use linearity of the differential. In the proof, `h` is this decomposition, and the `map_` lemmas apply linearity.

```lean
omit [Fintype ι] [DecidableEq ι] in
/-- The total differential of the energy density is the sum of its partial contributions. -/
theorem total_differential (f : ℝ × (κ → ℝ) → ℝ) (p : ℝ × (κ → ℝ)) (a : ℝ) (g : κ → ℝ) :
    fderiv ℝ f p (a, g) = dDensity f p * a + ∑ k, dGradient f k p * g k := by
  have h : ((a, g) : ℝ × (κ → ℝ))
      = a • ((1, 0) : ℝ × (κ → ℝ)) + ∑ k, g k • ((0, Pi.single k 1) : ℝ × (κ → ℝ)) := by
    refine Prod.ext ?_ ?_
    · simp [Prod.fst_sum]
    · funext k
      simp [Prod.snd_sum, Finset.sum_apply, Pi.single_apply]
  rw [h, map_add, map_smul, map_sum]
  simp only [map_smul, smul_eq_mul, dDensity, dGradient, mul_comm]
```

## (b) Energy along a path of densities

Let the density follow a path $c(s)$ with velocity $u$ at $s=t$, and let $f$ be differentiable at the points $p_i$ of the density $c(t)$. Find the derivative of $E(c(s))$ at $s=t$.

Density and discrete gradient are linear in the grid values, so $p_i$ moves with velocity $(u_i,(D_1u)_i,\dots,(D_du)_i)$. The chain rule and (a) give

$$\frac{d}{ds}E(c(s))\Big|_{s=t}=\sum_i w_i\Bigl[f_n(p_i)\,u_i+\sum_k f_{g_k}(p_i)\,(D_ku)_i\Bigr],$$

with $p_i$ taken at $c(t)$. The velocity of the gradient is `hg`, that of the whole point is `hd`, and the last line is the chain rule.

```lean
omit [DecidableEq ι] in
/-- Chain rule for the discretized energy when the density follows a differentiable path
with velocity `u`. -/
theorem energy_along_path (w : ι → ℝ) (f : ℝ × (κ → ℝ) → ℝ) (D : κ → Matrix ι ι ℝ)
    {c : ℝ → ι → ℝ} {u : ι → ℝ} {t : ℝ} (hc : HasDerivAt c u t)
    (hf : ∀ i, DifferentiableAt ℝ f (localData D (c t) i)) :
    HasDerivAt (fun s => energy w f D (c s))
      (∑ i, w i * (dDensity f (localData D (c t) i) * u i
        + ∑ k, dGradient f k (localData D (c t) i) * (D k *ᵥ u) i)) t := by
  have hc' := hasDerivAt_pi.1 hc
  unfold energy
  refine HasDerivAt.fun_sum fun i _ => HasDerivAt.const_mul (w i) ?_
  -- density and discrete gradient both depend linearly on the grid values
  have hg : HasDerivAt (fun s => fun k => (D k *ᵥ c s) i) (fun k => (D k *ᵥ u) i) t := by
    refine hasDerivAt_pi.2 fun k => ?_
    simp only [Matrix.mulVec, dotProduct]
    exact HasDerivAt.fun_sum fun j _ => (hc' j).const_mul (D k i j)
  have hd : HasDerivAt (fun s => localData D (c s) i) (u i, fun k => (D k *ᵥ u) i) t :=
    (hc' i).prodMk hg
  rw [← total_differential]
  exact (hf i).hasFDerivAt.comp_hasDerivAt t hd
```

## (c) One grid value, any difference matrices

For $f$ differentiable at the points $p_i$, compute $\partial E/\partial n_j$ without assuming antisymmetry.

Vary only $n_j$. The velocity is $u=e_j$, the unit vector at grid point $j$, and $(D_ke_j)_i=(D_k)_{ij}$. Part (b) becomes

$$\frac{\partial E}{\partial n_j}=w_jf_n(p_j)+\sum_i\sum_k w_i(D_k)_{ij}\,f_{g_k}(p_i).$$

The sum runs over the first matrix index, so the transpose of $D_k$ appears. In Lean, `Function.update n j x` is the density with its $j$-th value replaced by $x$, and `HasDerivAt` says that the energy is differentiable in $x$ at $n_j$ with the stated derivative. The step `hs` selects the matrix column.

```lean
/-- White–Bird formula for arbitrary difference matrices: the derivative of the discretized
energy in one grid value contains the transposed difference matrices. -/
theorem white_bird_transpose (w : ι → ℝ) (f : ℝ × (κ → ℝ) → ℝ) (D : κ → Matrix ι ι ℝ)
    (n : ι → ℝ) (hf : ∀ i, DifferentiableAt ℝ f (localData D n i)) (j : ι) :
    HasDerivAt (fun x => energy w f D (Function.update n j x))
      (w j * dDensity f (localData D n j)
        + ∑ i, ∑ k, w i * D k i j * dGradient f k (localData D n i)) (n j) := by
  have e : Function.update n j (n j) = n := Function.update_eq_self j n
  have h := energy_along_path w f D (hasDerivAt_update n j (n j)) (by rw [e]; exact hf)
  rw [e] at h
  refine h.congr_deriv ?_
  -- a unit change at point `j` selects column `j` of each difference matrix
  have hs : ∀ k i, (D k *ᵥ Pi.single j (1 : ℝ)) i = D k i j := by
    intro k i
    simp only [Matrix.mulVec, dotProduct, Pi.single_apply, mul_ite, mul_one, mul_zero,
      Finset.sum_ite_eq', Finset.mem_univ, if_true]
  simp only [hs, mul_add, Finset.sum_add_distrib, Finset.mul_sum]
  congr 1
  · simp [Pi.single_apply]
  · exact Finset.sum_congr rfl fun i _ => Finset.sum_congr rfl fun k _ => by ring
```

## (d) Antisymmetry turns the transpose into a divergence

Assume $w_i(D_k)_{ij}=-w_j(D_k)_{ji}$ and show that $\partial E/\partial n_j=w_jv_j$.

Insert the assumption into the second term of (c):

$$\sum_i\sum_k w_i(D_k)_{ij}f_{g_k}(p_i)=-w_j\sum_k\sum_i(D_k)_{ji}f_{g_k}(p_i)=-w_j\sum_k(D_kf_{g_k})_j .$$

Adding $w_jf_n(p_j)$ gives $w_jv_j$. The proof exchanges the sums with `Finset.sum_comm` and compares them term by term; `linear_combination` inserts the antisymmetry.

```lean
/-- For difference matrices antisymmetric with respect to the quadrature weights, and `f`
differentiable at the grid data, the discretized potential, times the quadrature weight, is the
exact partial derivative of the discretized energy. -/
theorem white_bird_exact_gradient (w : ι → ℝ) (f : ℝ × (κ → ℝ) → ℝ)
    (D : κ → Matrix ι ι ℝ) (hD : ∀ k, IsWeightedSkew w (D k)) (n : ι → ℝ)
    (hf : ∀ i, DifferentiableAt ℝ f (localData D n i)) (j : ι) :
    HasDerivAt (fun x => energy w f D (Function.update n j x))
      (w j * discretizedPotential f D n j) (n j) := by
  refine (white_bird_transpose w f D n hf j).congr_deriv ?_
  rw [discretizedPotential, mul_sub, sub_eq_add_neg]
  congr 1
  -- summation by parts on the grid
  simp only [Matrix.mulVec, dotProduct, Finset.mul_sum, ← Finset.sum_neg_distrib]
  rw [Finset.sum_comm]
  refine Finset.sum_congr rfl fun k _ => Finset.sum_congr rfl fun i _ => ?_
  have h : w i * D k i j = -(w j * D k j i) := hD k i j
  linear_combination dGradient f k (localData D n i) * h
```

## (e) The converse

Suppose $\partial E/\partial n_j=w_jv_j$ for every differentiable $f$, every density and every $j$. Show that each $D_k$ satisfies the antisymmetry condition.

Fix $k$ and $i$, and take $f=n\,g_k$ with the density $n=e_i$. Then $f_{g_k}$ equals the density, which is 1 at point $i$ and 0 elsewhere, and the other gradient derivatives vanish. Equating the assumed derivative with (c) gives

$$w_j\bigl[f_n(p_j)-(D_k)_{ji}\bigr]=w_jf_n(p_j)+w_i(D_k)_{ij},$$

and $f_n$ cancels. The functional $n\,g_k$ alone, tested on the densities $e_i$, thus forces the condition on $D_k$; an $f$ that ignores the gradient puts no constraint on $D_k$. This test functional depends on the direction of the gradient; the converse is not proved here for the smaller class of functionals that depend only on $n$ and $|g|$. In the proof, `hg` computes the gradient derivatives, `.unique` equates the two derivatives, and `e₁` and `e₂` evaluate the sums.

```lean
/-- The discretized potential is the exact energy gradient for all differentiable energy
densities and all grid densities if and only if every difference matrix is antisymmetric
with respect to the weights. -/
theorem exact_gradient_iff_skew (w : ι → ℝ) (D : κ → Matrix ι ι ℝ) :
    (∀ f : ℝ × (κ → ℝ) → ℝ, Differentiable ℝ f → ∀ n j,
      HasDerivAt (fun x => energy w f D (Function.update n j x))
        (w j * discretizedPotential f D n j) (n j)) ↔ ∀ k, IsWeightedSkew w (D k) := by
  refine ⟨fun H k i j => ?_, fun hD f hf n j =>
    white_bird_exact_gradient w f D hD n (fun i => hf _) j⟩
  -- test with the energy density `n * g_k` and a density located at point `i`
  let f : ℝ × (κ → ℝ) → ℝ := fun p => p.1 * p.2 k
  have hf : Differentiable ℝ f := by fun_prop
  let L₁ : ℝ × (κ → ℝ) →L[ℝ] ℝ := ContinuousLinearMap.fst ℝ ℝ (κ → ℝ)
  let L₂ : ℝ × (κ → ℝ) →L[ℝ] ℝ :=
    (ContinuousLinearMap.proj (R := ℝ) (φ := fun _ : κ => ℝ) k).comp
      (ContinuousLinearMap.snd ℝ ℝ (κ → ℝ))
  have hL : ∀ p, fderiv ℝ f p = p.1 • L₂ + p.2 k • L₁ := fun p =>
    HasFDerivAt.fderiv (L₁.hasFDerivAt.mul L₂.hasFDerivAt)
  have hg : ∀ k' p, dGradient f k' p = if k' = k then p.1 else 0 := by
    intro k' p
    simp [dGradient, hL, L₁, L₂, Pi.single_apply, eq_comm]
  have h := (H f hf (Pi.single i 1) j).unique
    (white_bird_transpose w f D (Pi.single i 1) (fun _ => hf _) j)
  have e₁ : ∑ k', (D k' *ᵥ fun i' =>
      dGradient f k' (localData D (Pi.single i 1) i')) j = D k j i := by
    rw [Finset.sum_eq_single k]
    · simp [hg, localData, Matrix.mulVec, dotProduct, Pi.single_apply]
    · intro b _ hb
      simp [hg, hb, Matrix.mulVec, dotProduct]
    · simp
  have e₂ : ∑ i', ∑ k', w i' * D k' i' j *
      dGradient f k' (localData D (Pi.single i 1) i') = w i * D k i j := by
    rw [Finset.sum_eq_single i]
    · simp [hg, localData]
    · intro b _ hb
      simp [hg, localData, hb]
    · simp
  rw [discretizedPotential, e₁, e₂] at h
  linear_combination (-1 : ℝ) * h
```

## (f) Periodic central difference

On a periodic line of $N$ points with spacing $h$, the indices are integers modulo $N$. Define

$$D_{ij}=\frac{\delta_{j,i+1}-\delta_{j,i-1}}{2h}.$$

```lean
/-- The central-difference matrix on a periodic grid of `N` points with spacing `h`. -/
def centralDiff (N : ℕ) (h : ℝ) : Matrix (ZMod N) (ZMod N) ℝ :=
  Matrix.of fun i j => ((if j = i + 1 then 1 else 0) - (if j = i - 1 then 1 else 0)) / (2 * h)
```

Show that $(Dn)_i=(n_{i+1}-n_{i-1})/(2h)$.

In $\sum_jD_{ij}n_j$, each Kronecker delta picks out one neighbour. The simplifier does the same.

```lean
/-- The central-difference matrix acts as the usual two-point difference quotient. -/
theorem centralDiff_mulVec (N : ℕ) [NeZero N] (h : ℝ) (n : ZMod N → ℝ) (i : ZMod N) :
    (centralDiff N h *ᵥ n) i = (n (i + 1) - n (i - 1)) / (2 * h) := by
  simp [centralDiff, Matrix.mulVec, dotProduct, div_mul_eq_mul_div, ← Finset.sum_div,
    sub_mul, Finset.sum_sub_distrib]
```

## (g) Its antisymmetry

Show that this $D$ meets the condition for the uniform weight $w_i=h$.

Since $j=i+1$ is equivalent to $i=j-1$, and $j=i-1$ to $i=j+1$, exchanging the indices swaps the two deltas and reverses the sign. These equivalences are `a` and `b`.

```lean
/-- The periodic central difference is antisymmetric with respect to the uniform weight `h`. -/
theorem centralDiff_skew_witness (N : ℕ) (h : ℝ) :
    IsWeightedSkew (fun _ => h) (centralDiff N h) := by
  intro i j
  have a : j = i + 1 ↔ i = j - 1 := by constructor <;> rintro rfl <;> ring
  have b : j = i - 1 ↔ i = j + 1 := by constructor <;> rintro rfl <;> ring
  simp only [centralDiff, Matrix.of_apply, a, b]
  ring
```

## (h) The gradient written out

For $h\neq0$, $N\ge1$ and $f$ differentiable at the points $p_i$, give $\partial E/\partial n_j$ explicitly.

Put (f) into (d) and multiply by $h$:

$$\frac{\partial E}{\partial n_j}=h\,f_n(p_j)-\tfrac12\bigl[f_g(p_{j+1})-f_g(p_{j-1})\bigr].$$

For $N=1$ or $2$ the two neighbours coincide and the bracket vanishes, as does $D$. The single direction is indexed by `Unit`, and `field_simp` cancels the spacing.

```lean
/-- On a periodic line with central differences, the energy derivative at point `j` involves
`f_g` only at the two neighbouring points. -/
theorem central_difference_gradient (N : ℕ) [NeZero N] {h : ℝ} (hh : h ≠ 0)
    (f : ℝ × (Unit → ℝ) → ℝ) (n : ZMod N → ℝ)
    (hf : ∀ i, DifferentiableAt ℝ f (localData (fun _ => centralDiff N h) n i)) (j : ZMod N) :
    HasDerivAt
      (fun x => energy (fun _ => h) f (fun _ => centralDiff N h) (Function.update n j x))
      (h * dDensity f (localData (fun _ => centralDiff N h) n j)
        - (dGradient f () (localData (fun _ => centralDiff N h) n (j + 1))
          - dGradient f () (localData (fun _ => centralDiff N h) n (j - 1))) / 2) (n j) := by
  refine (white_bird_exact_gradient (fun _ => h) f (fun _ => centralDiff N h)
    (fun _ => centralDiff_skew_witness N h) n hf j).congr_deriv ?_
  simp only [discretizedPotential, centralDiff_mulVec, Finset.univ_unique,
    Finset.sum_singleton, PUnit.default_eq_unit]
  field_simp

end

end WhiteBirdGrid
```

```lean
#print axioms WhiteBirdGrid.exact_gradient_iff_skew
-- 'WhiteBirdGrid.exact_gradient_iff_skew' depends on axioms: [propext, Classical.choice, Quot.sound]
#print axioms WhiteBirdGrid.central_difference_gradient
-- 'WhiteBirdGrid.central_difference_gradient' depends on axioms: [propext, Classical.choice, Quot.sound]
```

## Three points with numbers

Take $N=3$, $h=1$, $f=n g^2$ and $(n_0,n_1,n_2)=(1,2,4)$. The gradients are $(-1,\tfrac32,-\tfrac12)$, and $f_g=2ng$ has the values $(-2,6,-4)$. With $f_n=g^2=1$ at point 0, part (h) gives

$$\frac{\partial E}{\partial n_0}=1-\tfrac12\,[6-(-4)]=-4 .$$

Directly, with $n_0=x$,

$$E=x+\tfrac12(4-x)^2+(x-2)^2,$$

whose derivative at $x=1$ is $1-3-2=-4$.
